# The product of two concentric lifetime Lorentzians is narrower than either: line widths in high-resolution fluorescence detection

An X-ray absorption spectrum can be recorded by scanning the incident energy while a spectrometer accepts only photons of one fixed emission energy. The absorbed photon creates a core hole with a short lifetime, and the emission replaces it by a shallower hole with its own lifetime. How wide is the detected line?

Take one core-excited state of energy \(E\) and one final state of energy \(F\), both measured from the ground state, with half widths \(a,b>0\) set by their lifetimes. Near resonance, and up to a factor that is nearly constant there, the intensity at incident energy \(\Omega\) and emission energy \(\omega\) is

\[
\frac{1}{(\Omega-E)^2+a^2}\;\frac{1}{(\Omega-\omega-F)^2+b^2}.
\]

With the spectrometer set to \(\omega=E-F\), both detunings equal \(x=\Omega-E\), and the scan traces

\[
f(x)=\frac{1}{(x^2+a^2)(x^2+b^2)} .
\]

There is exactly one \(x>0\) with \(f(x)=f(0)/2\), and it obeys

\[
\frac1{x^2}=\frac1{a^2}+\frac1{b^2}+\frac{x^2}{a^2b^2}>\frac1{a^2}+\frac1{b^2}.
\]

Hence \(x<a\) and \(x<b\).

## Broadening a computed spectrum

An electronic-structure code supplies transition energies and matrix elements, and the lifetimes enter as broadening parameters. If each core-excited state decays to its own final state, without interference, and all pairs share the same difference \(E-F=\omega\) and the same half widths \(a\) and \(b\), the fixed-emission spectrum is a sum of copies of \(f\), centred at the absorption energies \(E\). Each copy is weighted by the product of the squared matrix elements for absorption and emission.

A program that broadens with a single Lorentzian instead needs one effective half width. The estimate \((1/a^2+1/b^2)^{-1/2}\) is always too large for \(f\). With \(a=2\) and \(b=1\) in some energy unit, it gives 0.894, while the half width of \(f\) is 0.838. A Lorentzian with the latter width and the same peak height matches \(f\) at half maximum but not in the wings, where \(f\) falls as \(x^{-4}\).

If the input consists of full widths, the law keeps its form when \(x\), \(a\) and \(b\) are all doubled. For very unequal lifetimes, the expression

\[
x^2=\frac{2a^2b^2}{a^2+b^2+\sqrt{(a^2+b^2)^2+4a^2b^2}}
\]

avoids the subtraction of nearly equal numbers in the usual root formula.

## From the half-maximum condition to inverse squares

For a single Lorentzian \(1/(x^2+a^2)\), half maximum means \(x^2+a^2=2a^2\), so \(x=a\) for positive \(x\). The parameters are therefore half widths at half maximum.

For the product, \(f(0)=1/(a^2b^2)\), and the condition becomes

\[
(x^2+a^2)(x^2+b^2)=2a^2b^2
\quad\Longleftrightarrow\quad
x^4+(a^2+b^2)x^2=a^2b^2 .
\]

This is a quadratic equation in \(x^2\). Its roots have the negative product \(-a^2b^2\), so exactly one is positive. Call its positive square root \(w\):

\[
w^2=\frac{\sqrt{(a^2+b^2)^2+4a^2b^2}-(a^2+b^2)}{2}.
\]

Replacing \(a^2b^2\) by \(w^4+(a^2+b^2)w^2\) gives

\[
(x^2+a^2)(x^2+b^2)-2a^2b^2=(x^2-w^2)(x^2+w^2+a^2+b^2).
\]

The second factor is positive. The profile is thus above half maximum exactly when \(|x|<w\), and \(w\) is its half width.

Dividing the quartic equation by \(a^2b^2x^2\) gives the inverse-square law. Its last term is positive, which yields the strict inequality. Then \(1/x^2\) exceeds both \(1/a^2\) and \(1/b^2\), so \(x\) is smaller than both \(a\) and \(b\).

For \(a=b\), the quadratic is \((x^2)^2+2a^2x^2-a^4=0\), with positive root \(x^2=(\sqrt2-1)a^2\), or \(x\approx0.644\,a\).

## The line profile in Lean

```lean
import Mathlib

namespace HighResolutionFluorescence

noncomputable section

/-- Lorentzian line of half width `g > 0` at detuning `x`, without normalisation. -/
def lorentzian (g x : ℝ) : ℝ := 1 / (x ^ 2 + g ^ 2)

/-- Intensity at incident energy `Ω` and emission energy `ω`, for one core-excited state (energy
`E`, half width `a > 0`) and one final state (energy `F`, half width `b > 0`). -/
def rixsIntensity (E F a b Ω ω : ℝ) : ℝ :=
  lorentzian a (Ω - E) * lorentzian b (Ω - ω - F)

/-- The resonant profile `1 / ((x² + a²)(x² + b²))` at detuning `x`, for `a, b ≠ 0`. -/
def profile (a b x : ℝ) : ℝ := lorentzian a x * lorentzian b x

/-- Closed form for the half width at half maximum of the resonant profile, for `a, b ≠ 0`. -/
def halfWidth (a b : ℝ) : ℝ :=
  √((√((a ^ 2 + b ^ 2) ^ 2 + 4 * a ^ 2 * b ^ 2) - (a ^ 2 + b ^ 2)) / 2)

/-- With the emission energy fixed at `E - F`, scanning the incident energy traces out
the resonant profile centred at `E`. -/
theorem rixs_cut_eq_profile (E F a b Ω : ℝ) :
    rixsIntensity E F a b Ω (E - F) = profile a b (Ω - E) := by
  have h : Ω - (E - F) - F = Ω - E := by ring
  unfold rixsIntensity profile
  rw [h]

/-- A single Lorentzian with `a > 0` falls to half its maximum, at positive detuning,
exactly at `x = a`. -/
theorem lorentzian_half_iff {a x : ℝ} (ha : 0 < a) (hx : 0 < x) :
    lorentzian a x = lorentzian a 0 / 2 ↔ x = a := by
  unfold lorentzian
  rw [div_div, div_eq_div_iff (by positivity) (by positivity)]
  constructor
  · intro h
    have h2 : (x - a) * (x + a) = 0 := by linear_combination -h
    rcases mul_eq_zero.1 h2 with h3 | h3 <;> linarith
  · intro h
    rw [h]
    ring

/-- For `a, b > 0`, the profile is at half its maximum exactly when the detuning solves
a quadratic equation in `x²`. -/
theorem profile_half_iff {a b : ℝ} (ha : 0 < a) (hb : 0 < b) (x : ℝ) :
    profile a b x = profile a b 0 / 2 ↔
      x ^ 4 + (a ^ 2 + b ^ 2) * x ^ 2 = a ^ 2 * b ^ 2 := by
  unfold profile lorentzian
  rw [div_mul_div_comm, div_mul_div_comm, div_div,
    div_eq_div_iff (by positivity) (by positivity)]
  constructor <;> intro h <;> linear_combination -h

/-- For `a, b > 0`, the closed-form half width is positive and solves the half-maximum
equation. -/
theorem halfWidth_spec {a b : ℝ} (ha : 0 < a) (hb : 0 < b) :
    0 < halfWidth a b ∧
      halfWidth a b ^ 4 + (a ^ 2 + b ^ 2) * halfWidth a b ^ 2 = a ^ 2 * b ^ 2 := by
  have hp : 0 < 4 * a ^ 2 * b ^ 2 := by positivity
  have hlt : a ^ 2 + b ^ 2 < √((a ^ 2 + b ^ 2) ^ 2 + 4 * a ^ 2 * b ^ 2) :=
    Real.lt_sqrt_of_sq_lt (by linarith)
  have hs : √((a ^ 2 + b ^ 2) ^ 2 + 4 * a ^ 2 * b ^ 2) ^ 2
      = (a ^ 2 + b ^ 2) ^ 2 + 4 * a ^ 2 * b ^ 2 := Real.sq_sqrt (by positivity)
  have hw : halfWidth a b ^ 2
      = (√((a ^ 2 + b ^ 2) ^ 2 + 4 * a ^ 2 * b ^ 2) - (a ^ 2 + b ^ 2)) / 2 :=
    Real.sq_sqrt (by linarith)
  refine ⟨Real.sqrt_pos.2 (by linarith), ?_⟩
  -- insert the root of the quadratic for the squared width
  have h4 : halfWidth a b ^ 4 = (halfWidth a b ^ 2) ^ 2 := by ring
  rw [h4, hw]
  linear_combination hs / 4

/-- For `a, b > 0`, the profile exceeds half its maximum exactly at detunings smaller in
magnitude than the half width. -/
theorem half_lt_profile_iff {a b : ℝ} (ha : 0 < a) (hb : 0 < b) (x : ℝ) :
    profile a b 0 / 2 < profile a b x ↔ |x| < halfWidth a b := by
  obtain ⟨hw, he⟩ := halfWidth_spec ha hb
  have habs : |x| < halfWidth a b ↔ x ^ 2 < halfWidth a b ^ 2 := by
    rw [sq_lt_sq, abs_of_pos hw]
  have hpos : 0 < x ^ 2 + halfWidth a b ^ 2 + a ^ 2 + b ^ 2 := by positivity
  -- the denominator minus its value at half maximum factorises
  have hfac : (x ^ 2 + a ^ 2) * (x ^ 2 + b ^ 2) - 2 * a ^ 2 * b ^ 2
      = (x ^ 2 - halfWidth a b ^ 2) * (x ^ 2 + halfWidth a b ^ 2 + a ^ 2 + b ^ 2) := by
    linear_combination he
  rw [habs]
  unfold profile lorentzian
  rw [div_mul_div_comm, div_mul_div_comm, div_div,
    div_lt_div_iff₀ (by positivity) (by positivity)]
  constructor
  · intro h
    by_contra hn
    have h1 := mul_nonneg (sub_nonneg.2 (not_lt.1 hn)) hpos.le
    nlinarith
  · intro h
    have h1 := mul_pos (sub_pos.2 h) hpos
    nlinarith

/-- For `a, b > 0`, the inverse square of a positive half-maximum detuning is the sum of
the inverse squares of the two lifetime widths plus the term `x² / (a² b²)`. -/
theorem inverse_square_law {a b x : ℝ} (ha : 0 < a) (hb : 0 < b) (hx : 0 < x)
    (h : profile a b x = profile a b 0 / 2) :
    1 / x ^ 2 = 1 / a ^ 2 + 1 / b ^ 2 + x ^ 2 / (a ^ 2 * b ^ 2) := by
  have h1 := (profile_half_iff ha hb x).1 h
  rw [div_add_div _ _ (by positivity) (by positivity), ← add_div,
    div_eq_div_iff (by positivity) (by positivity)]
  linear_combination -h1

/-- For `a, b > 0` the resonant profile has exactly one positive half-maximum detuning `x`,
and it satisfies `1/x² > 1/a² + 1/b²`. -/
theorem line_narrowing {a b : ℝ} (ha : 0 < a) (hb : 0 < b) :
    (∃! x : ℝ, 0 < x ∧ profile a b x = profile a b 0 / 2) ∧
      ∀ x : ℝ, 0 < x → profile a b x = profile a b 0 / 2 →
        1 / a ^ 2 + 1 / b ^ 2 < 1 / x ^ 2 := by
  obtain ⟨hw, he⟩ := halfWidth_spec ha hb
  constructor
  · refine ⟨halfWidth a b, ⟨hw, (profile_half_iff ha hb _).2 he⟩, ?_⟩
    rintro y ⟨hy, hhalf⟩
    have h1 := (profile_half_iff ha hb y).1 hhalf
    -- subtracting the two quartic equations leaves `y - halfWidth a b` times a positive factor
    have h2 : (y - halfWidth a b) *
        ((y + halfWidth a b) * (y ^ 2 + halfWidth a b ^ 2 + a ^ 2 + b ^ 2)) = 0 := by
      linear_combination h1 - he
    have h3 : (y + halfWidth a b) *
        (y ^ 2 + halfWidth a b ^ 2 + a ^ 2 + b ^ 2) ≠ 0 := by positivity
    exact sub_eq_zero.1 ((mul_eq_zero.1 h2).resolve_right h3)
  · intro x hx h
    have h1 := inverse_square_law ha hb hx h
    have h2 : 0 < x ^ 2 / (a ^ 2 * b ^ 2) := by positivity
    linarith

/-- For `a, b > 0`, a half-maximum detuning `x > 0` of the resonant profile is smaller than
each of the two lifetime half widths. -/
theorem narrower_than_each {a b x : ℝ} (ha : 0 < a) (hb : 0 < b) (hx : 0 < x)
    (h : profile a b x = profile a b 0 / 2) : x < a ∧ x < b := by
  have h1 := (line_narrowing ha hb).2 x hx h
  have hA : 0 < 1 / a ^ 2 := by positivity
  have hB : 0 < 1 / b ^ 2 := by positivity
  have h2 : x ^ 2 < a ^ 2 := lt_of_one_div_lt_one_div (by positivity) (by linarith)
  have h3 : x ^ 2 < b ^ 2 := lt_of_one_div_lt_one_div (by positivity) (by linarith)
  exact ⟨by nlinarith, by nlinarith⟩

/-- For equal lifetime widths `a > 0`, the profile is at half its maximum exactly when
`x² = (√2 - 1) a²`. -/
theorem equal_lifetimes {a : ℝ} (ha : 0 < a) (x : ℝ) :
    profile a a x = profile a a 0 / 2 ↔ x ^ 2 = (√2 - 1) * a ^ 2 := by
  have hs : √(2 : ℝ) ^ 2 = 2 := Real.sq_sqrt (by norm_num)
  rw [profile_half_iff ha ha]
  constructor
  · intro h
    have h1 : (x ^ 2 - (√2 - 1) * a ^ 2) * (x ^ 2 + (√2 + 1) * a ^ 2) = 0 := by
      linear_combination h - a ^ 4 * hs
    have h2 : x ^ 2 + (√2 + 1) * a ^ 2 ≠ 0 := by positivity
    exact sub_eq_zero.1 ((mul_eq_zero.1 h1).resolve_right h2)
  · intro h
    linear_combination (x ^ 2 + (√2 + 1) * a ^ 2) * h + a ^ 4 * hs

end

end HighResolutionFluorescence
```

```lean
#print axioms HighResolutionFluorescence.lorentzian_half_iff
-- 'HighResolutionFluorescence.lorentzian_half_iff' depends on axioms: [propext, Classical.choice, Quot.sound]
#print axioms HighResolutionFluorescence.half_lt_profile_iff
-- 'HighResolutionFluorescence.half_lt_profile_iff' depends on axioms: [propext, Classical.choice, Quot.sound]
#print axioms HighResolutionFluorescence.narrower_than_each
-- 'HighResolutionFluorescence.narrower_than_each' depends on axioms: [propext, Classical.choice, Quot.sound]
#print axioms HighResolutionFluorescence.equal_lifetimes
-- 'HighResolutionFluorescence.equal_lifetimes' depends on axioms: [propext, Classical.choice, Quot.sound]
```

## Definitions, theorems and algebra

All energies and widths are real numbers. `lorentzian g x` is a Lorentzian without its area factor, which cancels in any comparison with the maximum. `rixsIntensity` is the two-energy intensity, `profile a b x` is \(f(x)\), and `halfWidth a b` is \(w\). The theorem `rixs_cut_eq_profile` identifies the scan at emission energy `E - F` with the profile at detuning `Ω - E`.

The main theorem, `line_narrowing`, assumes `0 < a` and `0 < b`, meaning that both states have finite lifetimes. Its first part, written with `∃!`, says that exactly one positive detuning lies at half maximum. Its second part gives the strict inequality for every such detuning.

The proofs follow the algebra above:

- `lorentzian_half_iff` clears denominators and factors the result as \((x-a)(x+a)=0\).
- `profile_half_iff` cross-multiplies with `div_eq_div_iff`, and `linear_combination` matches the outcome to the quartic equation.
- `halfWidth_spec` shows that the inner square root exceeds \(a^2+b^2\), so \(w>0\), and inserts \(w^2\) into the quadratic.
- `half_lt_profile_iff` proves the factorisation as `hfac` and reads off its sign.
- `inverse_square_law` combines the fractions and cross-multiplies, which reverses the division done by hand.
- `line_narrowing` takes \(w\) as the solution. For uniqueness, it subtracts the quartic equations of \(y\) and \(w\) and factors out \(y-w\); the remaining factor is positive.
- `narrower_than_each` turns the inequality between reciprocals into \(x<a\) and \(x<b\).
- `equal_lifetimes` factors the quadratic for \(a=b\) and discards the positive factor.

## One resonance at one emission energy

The theorems establish the width of this profile for all positive \(a\) and \(b\). The product form of the intensity is assumed, not derived from scattering theory. Several core-excited states that reach the same final state can interfere, and their intensity is then not a sum of such products. If the spectrometer is set away from \(E-F\), the two Lorentzians have different centres and the width law no longer applies as written. Instrumental resolution adds further broadening. The sum over transitions and the rounding behaviour of the root formulas are likewise matters for the program, not consequences of the file.
